# The Clebsch–Gordan table of two spins 1/2 brings the total spin to the block form spin 1 ⊕ spin 0

Q: Two electrons sit on neighbouring sites, the first with spin up and the second with spin down. A magnetic field along x turns both spins together, and the product state "up, down" does not stay a product of z eigenstates. I would describe the pair by its total spin, as triplet plus singlet. You offer me a theorem about a 4×4 matrix. How do I know that it is about adding spins, and not only about diagonalising \(S_z\)?

A: \(S_z\) is already diagonal in the product basis, so diagonalising it would settle nothing. The theorem says that one fixed change of basis puts all three components of the total spin into block form at once, with the standard spin-1 matrices in the triplet block. Set \(\hbar=1\), write \(u,d\) for up and down, and let \(r=1/\sqrt2\) and \(S_k=s_k\otimes1+1\otimes s_k\) for \(k=x,y,z\). With rows \(uu,ud,du,dd\), the table is

\[
W=\begin{pmatrix}1&0&0&0\\0&r&0&r\\0&r&0&-r\\0&0&1&0\end{pmatrix}.
\]

Its columns are \(t_0=uu\), \(t_1=(ud+du)/\sqrt2\), \(t_2=dd\) and the singlet \(t_3=(ud-du)/\sqrt2\). The columns are orthonormal because \(r^2+r^2=1\) and \(r^2-r^2=0\), and the same two sums make the rows orthonormal.

Q: Then show me the action of the spin.

A: For one spin, \(s_xu=d/2\), \(s_xd=u/2\), \(s_yu=\tfrac i2d\), \(s_yd=-\tfrac i2u\), \(s_zu=u/2\) and \(s_zd=-d/2\). Adding the two contributions gives

\[
\begin{aligned}
S_xt_0&=\tfrac12(du+ud)=r\,t_1, & S_xt_1&=r(t_0+t_2), & S_xt_2&=r\,t_1,\\
S_yt_0&=\tfrac i2(du+ud)=ir\,t_1, & S_yt_1&=ir(t_2-t_0), & S_yt_2&=-ir\,t_1,\\
S_zt_0&=t_0, & S_zt_1&=0, & S_zt_2&=-t_2.
\end{aligned}
\]

On the singlet, \(S_x(ud)=S_x(du)=\tfrac12(uu+dd)\) and \(S_y(ud)=S_y(du)=\tfrac i2(dd-uu)\), so the differences vanish, and \(S_z\) gives zero on both terms. The coefficients are the columns of \(B_k\), the block matrix with the spin-1 matrix on the triplet and zero on the singlet. Hence \(S_kW=WB_k\), and multiplying by \(W^T\) from the left gives \(W^TS_kW=B_k\).

Q: Put numbers in.

A: Take \(\psi=0.8\,ud+0.6\,du\), which is normalised. Its coupled amplitudes are \(W^T\psi=(0,\,1.4/\sqrt2,\,0,\,0.2/\sqrt2)\), so the triplet has probability 0.98 and the singlet 0.02. Applying \(B_x\) gives \((0.7,0,0.7,0)\). In the product basis, \(S_x\psi=\tfrac12(0.8+0.6)(uu+dd)=0.7\,uu+0.7\,dd\), which is the same vector.

Q: Could another table do the same job?

A: Only one that differs by a phase on the whole triplet and a phase on the singlet. Suppose first that a matrix \(X\) commutes with every \(B_k\). Since \(B_z\) is diagonal with entries \(w=(1,0,-1,0)\), we get \((w_j-w_i)X_{ij}=0\). Only the diagonal, \(X_{13}\) and \(X_{31}\) survive. Four entries of \(XB_x=B_xX\) then read

\[
\begin{aligned}
(0,1)&:\ rX_{00}=rX_{11}, & (2,1)&:\ rX_{22}=rX_{11},\\
(0,3)&:\ 0=rX_{13}, & (3,0)&:\ rX_{31}=0.
\end{aligned}
\]

So \(X\) is a scalar \(a\) on the triplet and a scalar \(b\) on the singlet. Now let \(V\) be unitary with \(V^\dagger S_kV=B_k\), and put \(X=W^TV\). Then

\[
XB_k=W^TVV^\dagger S_kV=W^TS_kV=(W^TS_kW)(W^TV)=B_kX .
\]

Since \(X\) is unitary, \(|a|=|b|=1\), and \(V=WX\).

Q: I accept the algebra. What does the formal version take as a spin?

A: Explicit matrices, with `Fin 3` labelling the components: 0, 1, 2 for x, y, z.

```lean
import Mathlib

open Matrix
open scoped Kronecker

namespace SpinHalfCoupling

noncomputable section
```

The table's irrational coefficient gets a name.

```lean
/-- The Clebsch-Gordan coefficient `1/√2`. -/
def r : ℝ := 1 / √2
```

For one spin, index 0 is up and index 1 is down.

```lean
/-- The spin-1/2 matrices; the index 0, 1, 2 stands for x, y, z. -/
def spinHalf : Fin 3 → Matrix (Fin 2) (Fin 2) ℂ :=
  ![!![0, 1 / 2; 1 / 2, 0], !![0, -Complex.I / 2; Complex.I / 2, 0], !![1 / 2, 0; 0, -1 / 2]]
```

The spin-1 matrices are written out in the order \(m=1,0,-1\). Their commutation relations are not proved in the file; you can check them from the entries.

```lean
/-- The standard spin-1 matrices in the basis `m = 1, 0, -1`. -/
def spinOne : Fin 3 → Matrix (Fin 3) (Fin 3) ℂ :=
  ![!![0, (r : ℂ), 0; (r : ℂ), 0, (r : ℂ); 0, (r : ℂ), 0],
    !![0, -Complex.I * r, 0; Complex.I * r, 0, -Complex.I * r; 0, Complex.I * r, 0],
    !![1, 0, 0; 0, 0, 0; 0, 0, -1]]
```

Q: And the two-particle space?

A: Its basis is `Fin 2 × Fin 2`, a pair of single-spin labels, and `⊗ₖ` is the Kronecker product. The operator is literally "spin of the first plus spin of the second".

```lean
/-- A component of the total spin of two spins 1/2, in the product basis. -/
def totalSpin (k : Fin 3) : Matrix (Fin 2 × Fin 2) (Fin 2 × Fin 2) ℂ :=
  spinHalf k ⊗ₖ 1 + 1 ⊗ₖ spinHalf k
```

The coupled basis is `Fin 3 ⊕ Fin 1`: `.inl 0`, `.inl 1`, `.inl 2` are my \(t_0,t_1,t_2\), and `.inr 0` is my \(t_3\). The matrix \(B_k\) is `coupledSpin k`.

```lean
/-- The block sum of a spin-1 matrix and the zero matrix of spin 0. -/
def coupledSpin (k : Fin 3) : Matrix (Fin 3 ⊕ Fin 1) (Fin 3 ⊕ Fin 1) ℂ :=
  fromBlocks (spinOne k) 0 0 0
```

Q: Where would I see a sign error in the table?

A: In the next definition. Each column is a 2×2 array whose row is the first spin and whose column is the second. The last array has \(r\) at \(ud\) and \(-r\) at \(du\), which fixes the sign of the singlet.

```lean
/-- The Clebsch-Gordan table with columns `uu`, `(ud+du)/√2`, `dd` and `(ud-du)/√2`.
Each column is written as the 2×2 array of its amplitudes. -/
def W : Matrix (Fin 2 × Fin 2) (Fin 3 ⊕ Fin 1) ℝ :=
  Matrix.of fun p => Sum.elim
    ![!![1, 0; 0, 0] p.1 p.2, !![0, r; r, 0] p.1 p.2, !![0, 0; 0, 1] p.1 p.2]
    ![!![0, r; -r, 0] p.1 p.2]
```

Q: The table is real, but \(s_y\) is imaginary. Is a transpose enough?

A: Yes. The table is copied into the complex numbers as `Wc`, and for a matrix with real entries the transpose is the adjoint. `Wcᵀ * totalSpin k * Wc` is therefore the ordinary unitary change of basis.

```lean
/-- The same table, read as a complex matrix. -/
def Wc : Matrix (Fin 2 × Fin 2) (Fin 3 ⊕ Fin 1) ℂ := W.map Complex.ofRealHom
```

Q: What is left out?

A: Higher spins, three or more spins, and the spatial wave function. For two electrons in two different singly occupied orbitals, these columns are the spin factors of the singlet and triplet configurations used in electronic structure; antisymmetry under exchange, which also involves the orbitals, is not part of this spin-only model.

Q: Now the proofs. Where does the square root enter?

A: Only through \(r^2=1/2\).

```lean
/-- The square of the coefficient `1/√2` is `1/2`. -/
theorem r_mul_self : r * r = 1 / 2 := by
  unfold r
  rw [div_mul_div_comm, Real.mul_self_sqrt (by norm_num)]
  norm_num
```

Orthogonality is stated for the real table, for columns and for rows. The proof runs through all entries with `fin_cases`, and `simp` expands the sums. What remains is either an identity for `ring1` or \(r^2+r^2=1\), which is twice the previous lemma.

```lean
/-- The Clebsch-Gordan table is an orthogonal matrix. -/
theorem W_orthogonal : Wᵀ * W = 1 ∧ W * Wᵀ = 1 := by
  have hr := r_mul_self
  constructor
  · ext (i | i) (j | j) <;> fin_cases i <;> fin_cases j <;>
      simp [W, Matrix.mul_apply, Fintype.sum_prod_type, Fin.sum_univ_succ] <;>
      first | ring1 | linear_combination 2 * hr
  · ext ⟨a, b⟩ ⟨c, d⟩
    fin_cases a <;> fin_cases b <;> fin_cases c <;> fin_cases d <;>
      simp [W, Matrix.mul_apply, Fintype.sum_sum_type, Fin.sum_univ_succ] <;>
      first | ring1 | linear_combination 2 * hr
```

The complex copy inherits both relations by mapping each side of the real equations into the complex numbers.

```lean
/-- The complex form of the table satisfies the same orthogonality relations. -/
theorem Wc_orthogonal : Wcᵀ * Wc = 1 ∧ Wc * Wcᵀ = 1 := by
  constructor
  · have h := congrArg (fun M => M.map Complex.ofRealHom) W_orthogonal.1
    simpa [Wc, Matrix.map_mul, Matrix.transpose_map] using h
  · have h := congrArg (fun M => M.map Complex.ofRealHom) W_orthogonal.2
    simpa [Wc, Matrix.map_mul, Matrix.transpose_map] using h
```

Next comes \(S_kW=WB_k\), the list of actions I wrote above. Lean compares the entries for all three components. The `linear_combination` lines supply \(r^2=1/2\), with a factor \(\pm i\) where \(S_y\) needs it.

```lean
/-- The total spin acts on the columns of the table through the spin-1 and spin-0 matrices. -/
theorem totalSpin_mul_Wc (k : Fin 3) : totalSpin k * Wc = Wc * coupledSpin k := by
  have hr : (r : ℂ) * r = 1 / 2 := by
    rw [← Complex.ofReal_mul, r_mul_self]
    norm_num
  ext ⟨a, b⟩ (j | j) <;> fin_cases k <;> fin_cases a <;> fin_cases b <;> fin_cases j <;>
    simp [totalSpin, spinHalf, coupledSpin, spinOne, Wc, W, Matrix.mul_apply,
      Fintype.sum_prod_type, Fintype.sum_sum_type, Fin.sum_univ_succ, Matrix.one_apply] <;>
    first
      | ring1
      | linear_combination hr
      | linear_combination -hr
      | linear_combination Complex.I * hr
      | linear_combination -Complex.I * hr
      | exact Or.inl (by norm_num)
```

Q: So the main theorem is one multiplication away?

A: Yes. For every `k`, the proof replaces \(S_kW\) by \(WB_k\), regroups, and uses \(W^TW=1\).

```lean
/-- In the coupled basis each component of the total spin of two spins 1/2 is the block sum
of the standard spin-1 matrix and zero. -/
theorem clebschGordan_block (k : Fin 3) :
    Wcᵀ * totalSpin k * Wc = fromBlocks (spinOne k) 0 0 0 := by
  rw [Matrix.mul_assoc, totalSpin_mul_Wc, ← Matrix.mul_assoc, Wc_orthogonal.1, Matrix.one_mul]
  rfl
```

Q: And the commuting matrices? That sounds like Schur's lemma.

A: It is Schur's lemma for this one triplet and this one singlet, proved by entries and without general representation theory. The statement is an equivalence: `X` commutes with all three `coupledSpin k` exactly when it is `a` times the identity on the triplet and `b` times the identity on the singlet.

In the proof, `hw` identifies \(B_z\) with the diagonal matrix of `w`, and `off` is the argument from \((w_j-w_i)X_{ij}=0\). The names `z01` to `z32` record the vanishing entries, with 3 for the singlet. Then `e11`, `e22`, `z13` and `z31` are the four \(B_x\) equations, each with the nonzero factor \(r\) cancelled by `mul_left_cancel₀`. The y component is never needed in this direction. The converse is a block multiplication.

```lean
/-- A matrix commutes with all components of the spin 1 ⊕ 0 exactly when it is one scalar on
the triplet and one scalar on the singlet. -/
theorem commutes_iff (X : Matrix (Fin 3 ⊕ Fin 1) (Fin 3 ⊕ Fin 1) ℂ) :
    (∀ k, X * coupledSpin k = coupledSpin k * X) ↔
      ∃ a b : ℂ, X = fromBlocks (a • 1) 0 0 (b • 1) := by
  constructor
  · intro h
    have hr0 : (r : ℂ) ≠ 0 := by
      intro h0
      have h1 : r = 0 := by exact_mod_cast h0
      have h2 := r_mul_self
      rw [h1] at h2
      norm_num at h2
    -- the z component forbids mixing of different magnetic quantum numbers
    let w : Fin 3 ⊕ Fin 1 → ℂ := Sum.elim ![1, 0, -1] ![0]
    have hw : coupledSpin 2 = diagonal w := by
      ext (i | i) (j | j) <;> fin_cases i <;> fin_cases j <;>
        simp [coupledSpin, spinOne, w]
    have off : ∀ i j, w j - w i ≠ 0 → X i j = 0 := by
      intro i j hij
      have q := congrFun (congrFun (h 2) i) j
      rw [hw, Matrix.mul_diagonal, Matrix.diagonal_mul] at q
      apply (mul_eq_zero.mp (?_ : (w j - w i) * X i j = 0)).resolve_left hij
      linear_combination q
    have z01 := off (.inl 0) (.inl 1) (by norm_num [w])
    have z02 := off (.inl 0) (.inl 2) (by simp [w] <;> norm_num)
    have z10 := off (.inl 1) (.inl 0) (by norm_num [w])
    have z12 := off (.inl 1) (.inl 2) (by simp [w])
    have z20 := off (.inl 2) (.inl 0) (by simp [w])
    have z21 := off (.inl 2) (.inl 1) (by simp [w])
    have z03 := off (.inl 0) (.inr 0) (by norm_num [w])
    have z23 := off (.inl 2) (.inr 0) (by simp [w])
    have z30 := off (.inr 0) (.inl 0) (by norm_num [w])
    have z32 := off (.inr 0) (.inl 2) (by simp [w])
    -- the x component links the triplet states and separates them from the singlet
    have hx : ∀ i j, (X * coupledSpin 0) i j = (coupledSpin 0 * X) i j :=
      fun i j => congrFun (congrFun (h 0) i) j
    simp only [Matrix.mul_apply, Fintype.sum_sum_type] at hx
    have e11 : X (.inl 1) (.inl 1) = X (.inl 0) (.inl 0) := by
      apply mul_left_cancel₀ hr0
      linear_combination (norm := skip) -(hx (.inl 0) (.inl 1)) + (r : ℂ) * z02
      simp [coupledSpin, spinOne, Fin.sum_univ_three] <;> ring
    have e22 : X (.inl 2) (.inl 2) = X (.inl 1) (.inl 1) := by
      apply mul_left_cancel₀ hr0
      linear_combination (norm := skip) hx (.inl 2) (.inl 1) - (r : ℂ) * z20
      simp [coupledSpin, spinOne, Fin.sum_univ_three] <;> ring
    have z13 : X (.inl 1) (.inr 0) = 0 := by
      apply mul_left_cancel₀ hr0
      linear_combination (norm := skip) -(hx (.inl 0) (.inr 0))
      simp [coupledSpin, spinOne, Fin.sum_univ_three] <;> ring
    have z31 : X (.inr 0) (.inl 1) = 0 := by
      apply mul_left_cancel₀ hr0
      linear_combination (norm := skip) hx (.inr 0) (.inl 0)
      simp [coupledSpin, spinOne, Fin.sum_univ_three] <;> ring
    refine ⟨X (.inl 0) (.inl 0), X (.inr 0) (.inr 0), ?_⟩
    ext (i | i) (j | j) <;> fin_cases i <;> fin_cases j <;>
      simp [z01, z02, z10, z12, z20, z21, z03, z23, z30, z32, z13, z31, e11, e22]
  · rintro ⟨a, b, rfl⟩ k
    simp [coupledSpin, fromBlocks_multiply]
```

Q: I would have expected a free phase for each column. Why only two?

A: Separate phases would preserve \(S_z\), but they would change the matrix elements of \(S_x\) between neighbouring triplet states. The hypothesis `hV` fixes those elements to the standard values, so the triplet moves as a whole. The other hypotheses, `h1` and `h2`, say that `V` is unitary. Either would imply the other, since both bases have four elements.

The proof follows the derivation above. The chain `hc` shows that \(W^TV\) commutes with every \(B_k\), and `commutes_iff` supplies `a` and `b`. Then `hu` is the unitarity of \(W^TV\). Its diagonal entries give \(\bar a a=1\) and \(\bar b b=1\), which `phase` turns into `‖a‖ = 1` and `‖b‖ = 1`. Multiplying \(W^TV\) by \(W\) from the left recovers `V`.

```lean
/-- Any unitary matrix that brings the total spin to the same block form is the Clebsch-Gordan
table with one phase on the triplet columns and one phase on the singlet column. -/
theorem clebschGordan_unique (V : Matrix (Fin 2 × Fin 2) (Fin 3 ⊕ Fin 1) ℂ)
    (h1 : Vᴴ * V = 1) (h2 : V * Vᴴ = 1)
    (hV : ∀ k, Vᴴ * totalSpin k * V = coupledSpin k) :
    ∃ a b : ℂ, ‖a‖ = 1 ∧ ‖b‖ = 1 ∧
      V = Wc * (fromBlocks (a • 1) 0 0 (b • 1) : Matrix (Fin 3 ⊕ Fin 1) (Fin 3 ⊕ Fin 1) ℂ) := by
  -- the change of basis between the two tables commutes with the coupled spin
  have hc : ∀ k, (Wcᵀ * V) * coupledSpin k = coupledSpin k * (Wcᵀ * V) := by
    intro k
    calc (Wcᵀ * V) * coupledSpin k = (Wcᵀ * V) * (Vᴴ * totalSpin k * V) := by rw [hV k]
      _ = Wcᵀ * (V * Vᴴ) * totalSpin k * V := by simp only [Matrix.mul_assoc]
      _ = Wcᵀ * totalSpin k * (Wc * Wcᵀ) * V := by
          rw [h2, Wc_orthogonal.2, Matrix.mul_one, Matrix.mul_one]
      _ = (Wcᵀ * totalSpin k * Wc) * (Wcᵀ * V) := by simp only [Matrix.mul_assoc]
      _ = coupledSpin k * (Wcᵀ * V) := by rw [clebschGordan_block k]; rfl
  obtain ⟨a, b, hab⟩ := (commutes_iff _).mp hc
  have hstar : (Wcᵀ)ᴴ = Wc := by
    ext i j
    simp [Wc, Matrix.conjTranspose_apply]
  -- it is unitary, so both scalars are phases
  have hu : (Wcᵀ * V)ᴴ * (Wcᵀ * V) = 1 := by
    rw [Matrix.conjTranspose_mul, hstar]
    calc Vᴴ * Wc * (Wcᵀ * V) = Vᴴ * (Wc * Wcᵀ) * V := by simp only [Matrix.mul_assoc]
      _ = 1 := by rw [Wc_orthogonal.2, Matrix.mul_one, h1]
  rw [hab] at hu
  have phase : ∀ z : ℂ, star z * z = 1 → ‖z‖ = 1 := by
    intro z hz
    have q := congrArg norm hz
    rw [norm_mul, norm_star, norm_one] at q
    nlinarith [norm_nonneg z]
  refine ⟨a, b, phase a ?_, phase b ?_, ?_⟩
  · simpa [Matrix.mul_apply, Fintype.sum_sum_type, Fin.sum_univ_succ, Matrix.one_apply]
      using congrFun (congrFun hu (.inl 0)) (.inl 0)
  · simpa [Matrix.mul_apply, Fintype.sum_sum_type, Fin.sum_univ_succ, Matrix.one_apply]
      using congrFun (congrFun hu (.inr 0)) (.inr 0)
  · rw [← hab, ← Matrix.mul_assoc, Wc_orthogonal.2, Matrix.one_mul]

end

end SpinHalfCoupling
```

```lean
#print axioms SpinHalfCoupling.clebschGordan_unique
```

```
'SpinHalfCoupling.clebschGordan_unique' depends on axioms: [propext, Classical.choice, Quot.sound]
```
